# A Slater determinant does not fix the sum of its orbitals' outer products when the orbitals need not be normalised

The theorem `rescaling_changes_density` concerns a single Slater determinant of two fermions in three modes, whose occupied orbitals are the orthonormal rows of `Q`. Multiplying one orbital by 2 and the other by 1/2, through a diagonal matrix `V` of determinant 1, leaves every Slater amplitude unchanged, yet `(V * Q)ᴴ * (V * Q)` differs from `Qᴴ * Q`. The physical state, and so its one-particle density matrix, is the same: the rescaled orbitals are no longer normalised, and the plain product gives that density matrix (up to the transpose convention) only for orthonormal orbitals, others needing the inverse of their overlap matrix in between. The proof checks orthonormality entry by entry, gets the equal amplitudes from the determinant rule `slaterAmplitude_mul`, and refutes equality of the two products by comparing their top-left entries.

This version doesn't compile in Lean 4 with Mathlib:

```lean
import Mathlib

open Matrix

namespace SlaterOrbitalMixing

noncomputable section

variable {n m : Type*} [Fintype n] [DecidableEq n]

/-- The Slater amplitude at the list `s` of modes: the determinant of the columns `s` of the
matrix `Q`, whose rows are the occupied orbitals. -/
def slaterAmplitude (Q : Matrix n m ℂ) (s : n → m) : ℂ :=
  (Q.submatrix id s).det

/-- Mixing the occupied orbitals by a square matrix `V` multiplies every Slater amplitude
by `det V`. -/
theorem slaterAmplitude_mul (V : Matrix n n ℂ) (Q : Matrix n m ℂ) (s : n → m) :
    slaterAmplitude (V * Q) s = V.det * slaterAmplitude Q s := by
  have h : (V * Q).submatrix id s = V * Q.submatrix id s := by
    ext i j
    simp [Matrix.mul_apply]
  unfold slaterAmplitude
  rw [h, Matrix.det_mul]

variable [Fintype m]

/-- Two orthonormal orbitals in three modes, rescaled by `2` and `1/2`, keep all their Slater
amplitudes, but the matrix `Qᴴ Q` changes. -/
theorem rescaling_changes_density :
    let Q : Matrix (Fin 2) (Fin 3) ℂ := !![1, 0, 0; 0, 1, 0]
    let V : Matrix (Fin 2) (Fin 2) ℂ := !![2, 0; 0, 1 / 2]
    Q * Qᴴ = 1 ∧ (∀ s, slaterAmplitude (V * Q) s = slaterAmplitude Q s) ∧
      (V * Q)ᴴ * (V * Q) ≠ Qᴴ * Q := by
  intro Q V
  refine ⟨?_, fun s => ?_, fun h => ?_⟩
  · ext i j
    fin_cases i <;> fin_cases j <;> simp [Q, Matrix.mul_apply, Fin.sum_univ_succ]
  · have hdet : V.det = 1 := by simp [V, Matrix.det_fin_two]
    rw [slaterAmplitude_mul, hdet, one_mul]
  · have h0 := congrFun (congrFun h 0) 0
    norm_num [Q, V, Matrix.mul_apply, Fin.sum_univ_succ] at h0

end

end SlaterOrbitalMixing
```

The error:

```
Main.lean:41:2: error: unsolved goals
case refine_3
Q : Matrix (Fin 2) (Fin 3) ℂ := !![1, 0, 0; 0, 1, 0]
V : Matrix (Fin 2) (Fin 2) ℂ := !![2, 0; 0, 1 / 2]
h : (V * Q)ᴴ * (V * Q) = Qᴴ * Q
h0 : (starRingEnd ℂ) 2 * 2 = 1
⊢ False
```

This version goes through:

```diff
@@ -40,5 +40,8 @@
     rw [slaterAmplitude_mul, hdet, one_mul]
   · have h0 := congrFun (congrFun h 0) 0
-    norm_num [Q, V, Matrix.mul_apply, Fin.sum_univ_succ] at h0
+    simp [Q, V, Matrix.mul_apply, Fin.sum_univ_succ] at h0
+    -- the real parts would give 4 = 1
+    have h1 := congrArg Complex.re h0
+    norm_num [Complex.mul_re, Complex.conj_re, Complex.conj_im] at h1
 
 end
```

What went wrong. The one error says that the last part still has `False` to prove. The call to `norm_num` did reduce the matrix equation to its top-left entry, but stopped at `(starRingEnd ℂ) 2 * 2 = 1`. Here `starRingEnd ℂ` is complex conjugation. The conjugate of 2 is 2, so the equation says 4 = 1, but `norm_num` left the conjugate unevaluated and so never reached a false numerical equation that would close the goal.

The repair takes real parts of both sides with `congrArg Complex.re`. The lemmas `Complex.mul_re`, `Complex.conj_re` and `Complex.conj_im` then express the real part of the product through the real and imaginary parts of 2, removing the conjugation. What remains is the false real equation 4 = 1, which the final `norm_num` refutes.

In the first step `simp` replaces `norm_num` for the matrix expansion. This is mere tidying, since `norm_num` had already reached an equation whose real parts could be taken. The added comment has no effect on the proof.
